# For $g \ge 0$ the moments of $e^{-x^2/2-gx^4/24}$ converge and satisfy the Schwinger–Dyson equations

The moment

$$M_k(g)=\int_{-\infty}^{\infty} x^k\,e^{-x^2/2-g x^4/24}\,dx$$

is defined below as a real number for every real $g$, even where the integral diverges. Lean's integral returns $0$ for a function that is not integrable, so for $g<0$ the moment equations would read $0=0$ and carry no information. Convergence is therefore proved as a statement of its own, and the equations are stated for $g\ge 0$:

$$M_{k+2}+\frac g6\,M_{k+4}=(k+1)\,M_k,\qquad k=0,1,2,\dots$$

Replacing $k$ by $k-1$ gives the equivalent form $M_{k+1}+\frac g6 M_{k+3}=k\,M_{k-1}$ for $k\ge1$. The Lean theorem uses the first form, which avoids the subtraction $k-1$ on natural numbers.

The model is a $\phi^4$ field theory reduced to a single real variable $x$, with no space or time. For a sampling code applied to this one-variable weight, the equations give a check: the estimated moments should satisfy them within statistical error.

## The weight and its moments

```lean
import Mathlib

open MeasureTheory Polynomial

namespace ZeroDimensionalPhiFour

noncomputable section
```

The first line loads the mathematical library Mathlib. The `open` line allows short names for integrals and polynomials, and the namespace keeps the new names together.

```lean
/-- The Boltzmann weight of the zero-dimensional quartic theory with coupling `g`. -/
def weight (g x : ℝ) : ℝ := Real.exp (-x ^ 2 / 2 - g * x ^ 4 / 24)
```

This defines $w_g(x)=e^{-S(x)}$ with the action $S(x)=x^2/2+g x^4/24$. The notation `(g x : ℝ)` says that both arguments are real numbers. The scale of $x$ is chosen so that the quadratic term has coefficient $1/2$, and $24=4!$ is the usual normalisation of a quartic coupling. The constant $g$ is the strength of the self-interaction, and $g\ge0$ means that the action is bounded below.

```lean
/-- The unnormalised moment `M_k` of the field, for a coupling `g ≥ 0`. -/
def moment (g : ℝ) (k : ℕ) : ℝ := ∫ x : ℝ, x ^ k * weight g x
```

`moment g k` is $M_k(g)$, an integral over the whole real line with `k` a natural number. It is unnormalised: the expectation value is $\langle x^k\rangle=M_k/M_0$.

```lean
lemma continuous_weight (g : ℝ) : Continuous (weight g) := by
  unfold weight
  fun_prop
```

The weight is a continuous function of $x$, being the exponential of a polynomial. The tactic `fun_prop` finds this by itself.

## Convergence holds exactly for $g\ge0$

```lean
/-- For a non-negative coupling every moment integral converges. -/
theorem integrable_moment {g : ℝ} (hg : 0 ≤ g) (k : ℕ) :
    Integrable (fun x : ℝ => x ^ k * weight g x) := by
  have hk : (-1 : ℝ) < (k : ℝ) := by
    have : (0 : ℝ) ≤ (k : ℝ) := Nat.cast_nonneg k
    linarith
  have h := integrable_rpow_mul_exp_neg_mul_sq (b := 1 / 2) (by norm_num) hk
  simp only [Real.rpow_natCast] at h
  -- the Gaussian integrand dominates the interacting one
  refine h.mono ((continuous_pow k).mul (continuous_weight g)).aestronglyMeasurable
    (Filter.Eventually.of_forall fun x => ?_)
  rw [norm_mul, norm_mul]
  refine mul_le_mul_of_nonneg_left ?_ (norm_nonneg _)
  unfold weight
  rw [Real.norm_eq_abs, Real.norm_eq_abs, Real.abs_exp, Real.abs_exp]
  apply Real.exp_le_exp.mpr
  have h4 : 0 ≤ g * x ^ 4 := by positivity
  linarith
```

The braces in `{g : ℝ}` mean that Lean infers $g$ from the context, and `(hg : 0 ≤ g)` is the hypothesis $g\ge0$ under the name `hg`. The conclusion `Integrable` says that $\int|x^k w_g(x)|\,dx$ is finite.

By hand, $g x^4\ge0$ gives

$$|x^k w_g(x)|\le |x|^k e^{-x^2/2}.$$

The function $|x|^k e^{-x^2/4}$ is bounded by some constant $C$, so the right-hand side is at most $C e^{-x^2/4}$, which has a finite integral.

In the proof, `h` is Mathlib's statement that a power times a Gaussian is integrable. The step `h.mono` passes this on to any measurable function with a smaller absolute value. The remaining lines reduce the comparison to the exponents, where `h4` supplies $g x^4\ge0$.

```lean
/-- The integral defining the `k`-th moment converges exactly when the coupling is
non-negative. -/
theorem integrable_moment_iff (g : ℝ) (k : ℕ) :
    Integrable (fun x : ℝ => x ^ k * weight g x) ↔ 0 ≤ g := by
  refine ⟨fun h => ?_, fun hg => integrable_moment hg k⟩
  by_contra hneg
  have hg : 0 < -g := by linarith [not_le.mp hneg]
  -- far out on the half-line the integrand is at least one
  have h1 : IntegrableOn (fun _ : ℝ => (1 : ℝ)) (Set.Ioi (12 / (-g) + 1)) := by
    refine Integrable.mono' h.integrableOn aestronglyMeasurable_const ?_
    refine (ae_restrict_iff' measurableSet_Ioi).2 (Filter.Eventually.of_forall fun x hx => ?_)
    have hx' : 12 / (-g) + 1 < x := hx
    have hpos : 0 < 12 / (-g) := by positivity
    have hx1 : 1 ≤ x := by linarith
    have hgx : 12 < x * (-g) := (div_lt_iff₀ hg).mp (by linarith)
    have h2 : 0 ≤ x ^ 2 * (x * (x * (-g)) - 12) :=
      mul_nonneg (sq_nonneg x) (by nlinarith)
    have hw : 1 ≤ weight g x := Real.one_le_exp (by nlinarith)
    have hp : 1 ≤ x ^ k := one_le_pow₀ hx1
    rw [norm_one]
    nlinarith
  simp [integrableOn_const_iff, Real.volume_Ioi] at h1
```

The arrow `↔` means "if and only if". One direction is the previous theorem. For the other, suppose $g<0$ and write $a=-g>0$. If $x>12/a+1$, then $x\ge1$ and $ax>12$, hence $ax^2\ge12$ and

$$-\frac{x^2}{2}+\frac{a x^4}{24}=\frac{x^2\,(a x^2-12)}{24}\ge0 .$$

So $w_g(x)\ge1$ and $x^k\ge1$, and the integrand is at least $1$ on a half-line of infinite length. It cannot be integrable.

Lean follows the same route. `h1` says that the constant $1$ would be integrable on that half-line, with `hw` and `hp` as the two lower bounds, and the last line finds the contradiction in its infinite length.

A concrete case shows what goes wrong without $g\ge0$. For $g=-24$ the weight is $e^{-x^2/2+x^4}$, which exceeds $1$ for all $|x|\ge1$, so already $\int w_g\,dx$ is infinite.

```lean
/-- For a non-negative coupling every polynomial observable has a convergent integral. -/
theorem integrable_polynomial {g : ℝ} (hg : 0 ≤ g) (P : ℝ[X]) :
    Integrable (fun x : ℝ => P.eval x * weight g x) := by
  induction P using Polynomial.induction_on' with
  | add p q hp hq =>
    simp only [eval_add, add_mul]
    exact hp.add hq
  | monomial n a =>
    simp only [eval_monomial, mul_assoc]
    exact (integrable_moment hg n).const_mul a
```

`ℝ[X]` is the type of polynomials with real coefficients, and `P.eval x` is the number $P(x)$. Since $P(x)w_g(x)$ is a finite sum of terms $a_n x^n w_g(x)$, it is integrable. The proof is an induction over polynomials: the case `add` treats a sum, and the case `monomial` treats a single term $a x^n$ with the earlier theorem.

## A total derivative integrates to zero

```lean
lemma hasDerivAt_weight (g x : ℝ) :
    HasDerivAt (weight g) (weight g x * (-x - g / 6 * x ^ 3)) x := by
  have h : HasDerivAt (fun y : ℝ => -y ^ 2 / 2 - g * y ^ 4 / 24) (-x - g / 6 * x ^ 3) x := by
    refine (((hasDerivAt_pow 2 x).fun_neg.div_const 2).fun_sub
      (((hasDerivAt_pow 4 x).const_mul g).div_const 24)).congr_deriv ?_
    norm_num
    ring
  exact h.exp
```

`HasDerivAt f c x` says that $f$ is differentiable at $x$ with derivative $c$. Here it states

$$w_g'(x)=w_g(x)\left(-x-\frac g6x^3\right)=-S'(x)\,w_g(x).$$

The exponent is differentiated first, as `h`, and `h.exp` is the chain rule for the exponential.

```lean
/-- Schwinger-Dyson equation for a non-negative coupling: for a polynomial `P`, the integrals of `(x
+ g x³/6) P(x)` and of `P'(x)` against the weight are equal. -/
theorem schwinger_dyson {g : ℝ} (hg : 0 ≤ g) (P : ℝ[X]) :
    ∫ x : ℝ, (x + g / 6 * x ^ 3) * P.eval x * weight g x =
      ∫ x : ℝ, (derivative P).eval x * weight g x := by
  have h1 := integrable_polynomial hg (derivative P)
  have h2 : Integrable (fun x : ℝ => (x + g / 6 * x ^ 3) * P.eval x * weight g x) := by
    have h := integrable_polynomial hg ((X + C (g / 6) * X ^ 3) * P)
    simpa only [eval_mul, eval_add, eval_X, eval_C, eval_pow] using h
  -- the integral of a total derivative vanishes
  have h0 : ∫ x : ℝ, ((derivative P).eval x * weight g x -
      (x + g / 6 * x ^ 3) * P.eval x * weight g x) = 0 := by
    refine integral_eq_zero_of_hasDerivAt_of_integrable
      (f := fun x : ℝ => P.eval x * weight g x) (fun x => ?_) (h1.sub h2)
      (integrable_polynomial hg P)
    refine ((P.hasDerivAt x).fun_mul (hasDerivAt_weight g x)).congr_deriv ?_
    ring
  rw [integral_sub h1 h2] at h0
  linarith
```

This is the Schwinger–Dyson equation for a general polynomial observable $P$:

$$\int\left(x+\frac g6x^3\right)P(x)\,w_g(x)\,dx=\int P'(x)\,w_g(x)\,dx .$$

Divided by $M_0$, it reads $\langle S'P\rangle=\langle P'\rangle$. By hand, the product rule gives

$$\frac{d}{dx}\bigl(P\,w_g\bigr)=P'\,w_g-\left(x+\frac g6x^3\right)P\,w_g .$$

The left-hand side integrates to the difference of the boundary values of $P\,w_g$ at $\pm\infty$. Both are zero, because the weight decays faster than any polynomial grows. Separating the two terms on the right gives the claim.

In Lean, `h1` and `h2` are the integrability of the two terms, both taken from the theorem on polynomials. The vanishing integral is `h0`. The Mathlib lemma used there asks for no boundary values: it is enough that both the function and its derivative are integrable, since the function then has limits at $\pm\infty$, and these can only be zero. Finally `integral_sub` splits the integral, and `linarith` rearranges the equation.

```lean
/-- For a non-negative coupling the moments satisfy the Schwinger-Dyson hierarchy `M_(k+2) + (g/6)
M_(k+4) = (k+1) M_k`. -/
theorem moment_recursion {g : ℝ} (hg : 0 ≤ g) (k : ℕ) :
    moment g (k + 2) + g / 6 * moment g (k + 4) = (k + 1) * moment g k := by
  have h := schwinger_dyson hg (X ^ (k + 1))
  simp only [derivative_X_pow, eval_mul, eval_C, eval_pow, eval_X, Nat.add_sub_cancel,
    mul_assoc] at h
  rw [integral_const_mul] at h
  unfold moment
  rw [← integral_const_mul, ← integral_add (integrable_moment hg (k + 2))
    ((integrable_moment hg (k + 4)).const_mul (g / 6))]
  push_cast at h
  rw [← h]
  refine integral_congr_ae (Filter.Eventually.of_forall fun x => ?_)
  ring
```

Take $P(x)=x^{k+1}$. Then

$$\left(x+\frac g6x^3\right)x^{k+1}=x^{k+2}+\frac g6x^{k+4},\qquad P'(x)=(k+1)\,x^k,$$

and integrating against $w_g$ gives the hierarchy. The proof inserts this monomial as `X ^ (k + 1)`, evaluates its derivative, and uses `integral_add` to combine the two moments on the left into one integral. That step needs both moments to converge. The last lines check that the integrands agree for every $x$.

The smallest case, $k=0$, is $M_2+\frac g6M_4=M_0$, or in expectation values

$$\langle x^2\rangle+\frac g6\langle x^4\rangle=1 .$$

For a given $g>0$ the equations with even $k$ express $M_4,M_6,\dots$ in terms of $M_0$ and $M_2$. As linear equations they leave the values of $M_0$ and $M_2$ free; those come from the integrals themselves.

## Parity, positivity and a comparison with the Gaussian

```lean
/-- For a non-negative coupling the odd moment integrals converge and vanish. -/
theorem moment_odd {g : ℝ} (hg : 0 ≤ g) (n : ℕ) :
    Integrable (fun x : ℝ => x ^ (2 * n + 1) * weight g x) ∧ moment g (2 * n + 1) = 0 := by
  refine ⟨integrable_moment hg _, ?_⟩
  -- reflection of the field changes the sign of the integrand
  have h := integral_neg_eq_self (fun x : ℝ => x ^ (2 * n + 1) * weight g x) volume
  have hodd : ∀ x : ℝ, (-x) ^ (2 * n + 1) * weight g (-x) =
      -(x ^ (2 * n + 1) * weight g x) := by
    intro x
    have hw : weight g (-x) = weight g x := by
      unfold weight
      congr 1
      ring
    rw [hw, Odd.neg_pow ⟨n, rfl⟩, neg_mul]
  simp only [hodd, integral_neg] at h
  unfold moment
  linarith
```

The symbol `∧` means "and": the odd moment integrals converge, and their value is zero. The weight is even and $x^{2n+1}$ is odd, so the integrand $f$ satisfies $f(-x)=-f(x)$. The substitution $x\to-x$ leaves an integral over the real line unchanged, hence $M_{2n+1}=-M_{2n+1}=0$. In the proof, `h` is the substitution and `hodd` is the change of sign.

```lean
/-- For a non-negative coupling the even moments are strictly positive. -/
theorem moment_even_pos {g : ℝ} (hg : 0 ≤ g) (n : ℕ) : 0 < moment g (2 * n) := by
  refine integral_pos_of_integrable_nonneg_nonzero (x := 1)
    ((continuous_pow (2 * n)).mul (continuous_weight g)) (integrable_moment hg _)
    (fun x => mul_nonneg ((even_two_mul n).pow_nonneg x) (Real.exp_pos _).le) ?_
  rw [one_pow, one_mul]
  exact (Real.exp_pos _).ne'
```

The integrand $x^{2n}w_g(x)$ is continuous and never negative. At $x=1$ it equals $e^{-1/2-g/24}>0$, so it is positive on a small interval around that point, and the integral is positive. The Mathlib lemma asks for these facts and for integrability, with the point given as `(x := 1)`. In particular $M_0>0$, which justifies dividing by it.

```lean
/-- For a positive coupling the even moments satisfy `M_(2n+2) < (2n+1) M_(2n)`. -/
theorem moment_lt_gaussian_step {g : ℝ} (hg : 0 < g) (n : ℕ) :
    moment g (2 * n + 2) < (2 * n + 1) * moment g (2 * n) := by
  have h := moment_recursion hg.le (2 * n)
  have h4 : 0 < moment g (2 * n + 4) := moment_even_pos hg.le (n + 2)
  have h5 : 0 < g / 6 * moment g (2 * n + 4) := by positivity
  push_cast at h
  linarith
```

The hierarchy with $k=2n$ can be written as

$$M_{2n+2}=(2n+1)\,M_{2n}-\frac g6\,M_{2n+4}.$$

For $g>0$ the subtracted term is positive by the previous theorem, and the strict inequality follows. The facts `h`, `h4` and `h5` are the hierarchy, the positivity of $M_{2n+4}$ and the positivity of the subtracted term.

For $n=0$ this says $\langle x^2\rangle<1$: the quartic term narrows the distribution. The hypothesis is now `0 < g`, and it has to be strict. At $g=0$ the subtracted term is absent and $M_2=M_0$.

## The free case $g=0$

```lean
/-- At zero coupling the even moment `M_(2n)` equals `(2n)!/(2^n n!)` times `√(2π)`. -/
theorem free_moment (n : ℕ) :
    moment 0 (2 * n) =
      ((2 * n).factorial : ℝ) / (2 ^ n * (n.factorial : ℝ)) * √(2 * Real.pi) := by
  induction n with
  | zero =>
    have h := integral_gaussian (1 / 2)
    have hpi : Real.pi / (1 / 2) = 2 * Real.pi := by ring
    rw [hpi] at h
    have hf : ∀ x : ℝ, x ^ (2 * 0) * weight 0 x = Real.exp (-(1 / 2) * x ^ 2) := by
      intro x
      unfold weight
      rw [mul_zero, pow_zero, one_mul]
      congr 1
      ring
    unfold moment
    simp only [hf, h]
    simp
  | succ n ih =>
    -- without interaction the hierarchy closes on neighbouring even moments
    have h := moment_recursion le_rfl (2 * n)
    rw [zero_div, zero_mul, add_zero, ih] at h
    have hn : (n.factorial : ℝ) ≠ 0 := Nat.cast_ne_zero.mpr n.factorial_ne_zero
    have hn1 : (n : ℝ) + 1 ≠ 0 := by positivity
    rw [show 2 * (n + 1) = 2 * n + 2 by ring, h, Nat.factorial_succ (2 * n + 1),
      Nat.factorial_succ (2 * n), Nat.factorial_succ n]
    push_cast
    field_simp
    ring

end

end ZeroDimensionalPhiFour
```

Without interaction the hierarchy becomes $M_{2n+2}=(2n+1)M_{2n}$ and can be solved step by step. The start is the Gaussian integral $M_0=\int e^{-x^2/2}dx=\sqrt{2\pi}$. If the formula holds for $n$, then it holds for $n+1$, because

$$\frac{(2n+2)!}{2^{n+1}(n+1)!}=\frac{(2n+2)(2n+1)}{2(n+1)}\cdot\frac{(2n)!}{2^n\,n!}=(2n+1)\,\frac{(2n)!}{2^n\,n!}.$$

The proof has the same two parts. The case `zero` brings the integrand into the form that Mathlib's `integral_gaussian` expects. The case `succ` uses the hierarchy at $g=0$ together with the induction hypothesis `ih`, expands the factorials, and leaves the algebra to `field_simp` and `ring`.

After division by $M_0$ the even moments are

$$\langle x^{2n}\rangle=\frac{(2n)!}{2^n\,n!}=1,\,1,\,3,\,15,\dots\qquad n=0,1,2,3,\dots$$

This number counts the ways to group $2n$ objects into pairs: of the $(2n)!$ orderings, those that differ by swaps within pairs or by the order of the pairs give the same pairing. Read with this count, the formula is Wick's theorem for powers of one Gaussian variable; correlations between several variables and the normal ordering of operators are separate results.

```lean
#print axioms ZeroDimensionalPhiFour.schwinger_dyson
-- 'ZeroDimensionalPhiFour.schwinger_dyson' depends on axioms: [propext, Classical.choice, Quot.sound]
#print axioms ZeroDimensionalPhiFour.moment_odd
-- 'ZeroDimensionalPhiFour.moment_odd' depends on axioms: [propext, Classical.choice, Quot.sound]
#print axioms ZeroDimensionalPhiFour.moment_lt_gaussian_step
-- 'ZeroDimensionalPhiFour.moment_lt_gaussian_step' depends on axioms: [propext, Classical.choice, Quot.sound]
#print axioms ZeroDimensionalPhiFour.free_moment
-- 'ZeroDimensionalPhiFour.free_moment' depends on axioms: [propext, Classical.choice, Quot.sound]
```
